# Classical three-component unit spins on a ring with positive rotated exchange can always reach the sum of the couplings

Suppose a minimisation code for a ring of classical spins pins the first spin along $z$, on the grounds that rotating all spins together leaves the energy unchanged. If the exchange on each bond contains a rotation, that may no longer hold, and the pinned run can then miss the minimum. Whether it does depends on the product of the bond rotations around the ring.

## The maximum and the loop product

Let the sites be $0,\dots,n-1$, with a real unit vector $s_i$ of three components on each and $s_n$ meaning $s_0$. Bond $i$ has a coupling $J_i>0$ and a rotation matrix $R_i$. Define

$$S=\sum_{i=0}^{n-1}J_i\, s_i\cdot R_i s_{i+1},\qquad P=R_0R_1\cdots R_{n-1}.$$

The maximum of $S$ is $\sum_i J_i$. Every unit vector occurs as the first spin $s_0$ of some maximizer exactly when $P=1$.

The energy is $E=-S$, so a bond with $R_i=1$ is ferromagnetic with strength $J_i$. The rotation $R_i$ is the relative twist that the bond prefers, such as spin-orbit coupling can produce.

## Target energy and pinned spins

The minimum energy is $-\sum_i J_i$, which gives a minimiser a known target. With the first spin pinned at $s_0=v$, this energy is attainable exactly when $Pv=v$, so the loop product shows whether the chosen direction is admissible. For exchange matrices taken from an electronic-structure calculation, the theorem covers a single classical ring in which each matrix, written in the sign convention $E=-S$, is a positive number times a rotation.

## From one bond to the closed ring

**One bond.** Since $R_i^TR_i=1$, the vector $R_is_{i+1}$ has unit length, and

$$|s_i-R_is_{i+1}|^2=2-2\,s_i\cdot R_is_{i+1}\ge 0.$$

Each dot product is therefore at most 1, with equality only if $s_i=R_is_{i+1}$. Multiplying by $J_i>0$ and summing gives $S\le\sum_iJ_i$, with equality exactly when $s_i=R_is_{i+1}$ on every bond.

**Around the ring.** Let $P_0=1$ and $P_{k+1}=P_kR_k$, so that $P_n=P$. If every bond is saturated, then $s_0=R_0s_1=R_0R_1s_2=\cdots=Ps_0$.

Conversely, let $v$ be a unit vector with $Pv=v$, and set $s_k=P_k^Tv$ for $0\le k<n$. These are unit vectors, and

$$R_kP_{k+1}^Tv=R_kR_k^TP_k^Tv=P_k^Tv=s_k.$$

This is the bond relation whenever $k+1<n$. On the last bond the neighbour is $s_0=v$, and $P^Tv=P^TPv=v$, so the relation holds there too. Thus $v$ is the first spin of a saturating configuration exactly when $Pv=v$.

**An axis exists.** The product $P$ is itself a rotation, so $P^T(P-1)=1-P^T=-(P-1)^T$. Taking determinants in three dimensions gives $\det(P-1)=-\det(P-1)$, hence $\det(P-1)=0$. Some nonzero vector is fixed by $P$; normalised, it starts a configuration with $S=\sum_iJ_i$.

**Arbitrary first spin.** The maximizers are now exactly the saturating configurations. If every unit vector can come first, $P$ fixes every coordinate vector, so $P=1$. If $P=1$, every unit vector is fixed and can come first.

**Planar spins.** With two components, $\det(P-1)=2-\operatorname{tr}P$. A fixed direction forces trace 2, and since no entry of an orthogonal matrix exceeds 1, both diagonal entries are 1 and $P=1$. Any other loop product keeps $S$ strictly below $\sum_iJ_i$.

## Lean source for odd numbers of spin components and for planar spins

```lean
import Mathlib

open Matrix Finset

namespace RotatedExchangeRing

variable {d n : ℕ} {J : ℕ → ℝ} {R : ℕ → Matrix (Fin d) (Fin d) ℝ}

/-- A rotation of `d`-dimensional spin space: an orthogonal matrix of determinant one. -/
def IsRotation (P : Matrix (Fin d) (Fin d) ℝ) : Prop := Pᵀ * P = 1 ∧ P.det = 1

/-- A spin configuration: a vector of unit length on every site. -/
def IsSpinConfig (s : ℕ → Fin d → ℝ) : Prop := ∀ i, s i ⬝ᵥ s i = 1

/-- The rotated exchange sum `∑ J_i ⟨s_i, R_i s_(i+1)⟩` on the ring of sites `0, …, n-1`,
where the neighbour of the last site is site `0`. -/
def exchange (n : ℕ) (J : ℕ → ℝ) (R : ℕ → Matrix (Fin d) (Fin d) ℝ)
    (s : ℕ → Fin d → ℝ) : ℝ :=
  ∑ i ∈ range n, J i * (s i ⬝ᵥ R i *ᵥ s ((i + 1) % n))

/-- A maximizer: a spin configuration whose exchange sum no other configuration exceeds. -/
def IsMaximizer (n : ℕ) (J : ℕ → ℝ) (R : ℕ → Matrix (Fin d) (Fin d) ℝ)
    (s : ℕ → Fin d → ℝ) : Prop :=
  IsSpinConfig s ∧ ∀ t, IsSpinConfig t → exchange n J R t ≤ exchange n J R s

/-- The ordered product `R_0 R_1 ⋯ R_(k-1)` of the first `k` bond rotations. -/
def loopProduct (R : ℕ → Matrix (Fin d) (Fin d) ℝ) : ℕ → Matrix (Fin d) (Fin d) ℝ
  | 0 => 1
  | k + 1 => loopProduct R k * R k

/-- An orthogonal matrix preserves the dot product of two vectors. -/
theorem dot_preserved {P : Matrix (Fin d) (Fin d) ℝ} (h : Pᵀ * P = 1) (u v : Fin d → ℝ) :
    (P *ᵥ u) ⬝ᵥ (P *ᵥ v) = u ⬝ᵥ v := by
  rw [Matrix.dotProduct_mulVec, ← Matrix.mulVec_transpose, Matrix.mulVec_mulVec, h,
    Matrix.one_mulVec]

/-- The dot product of two unit vectors is at most one, and equals one exactly when the
vectors coincide. -/
theorem unit_dot {u w : Fin d → ℝ} (hu : u ⬝ᵥ u = 1) (hw : w ⬝ᵥ w = 1) :
    u ⬝ᵥ w ≤ 1 ∧ (u ⬝ᵥ w = 1 ↔ u = w) := by
  -- the squared distance of the two vectors measures the deficit
  have h : (u - w) ⬝ᵥ (u - w) = 2 - 2 * (u ⬝ᵥ w) := by
    rw [sub_dotProduct, dotProduct_sub, dotProduct_sub, hu, hw, dotProduct_comm w u]
    ring
  have h0 : 0 ≤ (u - w) ⬝ᵥ (u - w) := by
    unfold dotProduct
    exact Finset.sum_nonneg fun i _ => mul_self_nonneg _
  refine ⟨by linarith, fun h1 => ?_, fun h1 => by rw [← h1, hu]⟩
  exact sub_eq_zero.1 (dotProduct_self_eq_zero.1 (by rw [h, h1]; norm_num))

/-- For positive couplings and bond rotations, the exchange sum of a spin configuration is at
most `∑ J_i`, with equality exactly when `s_i = R_i s_(i+1)` on every bond. -/
theorem exchange_bound (hJ : ∀ i < n, 0 < J i) (hR : ∀ i, IsRotation (R i))
    {s : ℕ → Fin d → ℝ} (hs : IsSpinConfig s) :
    exchange n J R s ≤ ∑ i ∈ range n, J i ∧
      (exchange n J R s = ∑ i ∈ range n, J i ↔
        ∀ i < n, s i = R i *ᵥ s ((i + 1) % n)) := by
  have hb := fun i => unit_dot (hs i)
    ((dot_preserved (hR i).1 (s ((i + 1) % n)) (s ((i + 1) % n))).trans (hs _))
  have hle : ∀ i ∈ range n, J i * (s i ⬝ᵥ R i *ᵥ s ((i + 1) % n)) ≤ J i := fun i hi =>
    mul_le_of_le_one_right (hJ i (mem_range.1 hi)).le (hb i).1
  refine ⟨Finset.sum_le_sum hle, ?_⟩
  unfold exchange
  rw [Finset.sum_eq_sum_iff_of_le hle]
  constructor
  · intro h i hi
    have h1 := h i (mem_range.2 hi)
    exact (hb i).2.1 (mul_left_cancel₀ (hJ i hi).ne' (h1.trans (mul_one _).symm))
  · intro h i hi
    rw [(hb i).2.2 (h i (mem_range.1 hi)), mul_one]

/-- An ordered product of rotations is a rotation. -/
theorem loopProduct_isRotation (hR : ∀ i, IsRotation (R i)) (k : ℕ) :
    IsRotation (loopProduct R k) := by
  induction k with
  | zero => simp [IsRotation, loopProduct]
  | succ k ih =>
    refine ⟨?_, by rw [loopProduct, Matrix.det_mul, ih.2, (hR k).2, one_mul]⟩
    rw [loopProduct, Matrix.transpose_mul, Matrix.mul_assoc,
      ← Matrix.mul_assoc (loopProduct R k)ᵀ, ih.1, Matrix.one_mul, (hR k).1]

/-- For positive couplings and bond rotations, a unit vector is the first spin of a
configuration with exchange sum `∑ J_i` exactly when the loop product leaves it fixed. -/
theorem first_spin_iff (hJ : ∀ i < n, 0 < J i) (hR : ∀ i, IsRotation (R i))
    {v : Fin d → ℝ} (hv : v ⬝ᵥ v = 1) :
    (∃ s, IsSpinConfig s ∧ exchange n J R s = ∑ i ∈ range n, J i ∧ s 0 = v) ↔
      loopProduct R n *ᵥ v = v := by
  constructor
  · rintro ⟨s, hs, hE, h0⟩
    have hb := (exchange_bound hJ hR hs).2.1 hE
    -- follow the bond relations around the ring
    have key : ∀ k, k ≤ n → loopProduct R k *ᵥ s (k % n) = s 0 := by
      intro k
      induction k with
      | zero => intro _; simp [loopProduct]
      | succ k ih =>
        intro hk
        have h1 := ih (by omega)
        rw [Nat.mod_eq_of_lt (show k < n by omega)] at h1
        rw [loopProduct, ← Matrix.mulVec_mulVec, ← hb k (by omega), h1]
    have h1 := key n le_rfl
    rwa [Nat.mod_self, h0] at h1
  · intro hfix
    -- transport the first spin along the ring
    have hs : IsSpinConfig (fun i => (loopProduct R i)ᵀ *ᵥ v) := fun i => by
      have h1 := mul_eq_one_comm.1 (loopProduct_isRotation hR i).1
      exact (dot_preserved (by rw [Matrix.transpose_transpose, h1]) v v).trans hv
    refine ⟨_, hs, (exchange_bound hJ hR hs).2.2 ?_, by simp [loopProduct]⟩
    intro i hi
    have step : R i *ᵥ ((loopProduct R (i + 1))ᵀ *ᵥ v) = (loopProduct R i)ᵀ *ᵥ v := by
      rw [loopProduct, Matrix.transpose_mul, Matrix.mulVec_mulVec, ← Matrix.mul_assoc,
        mul_eq_one_comm.1 (hR i).1, Matrix.one_mul]
    have close : (loopProduct R ((i + 1) % n))ᵀ *ᵥ v = (loopProduct R (i + 1))ᵀ *ᵥ v := by
      rcases Nat.lt_or_ge (i + 1) n with h | h
      · rw [Nat.mod_eq_of_lt h]
      · have hn : i + 1 = n := by omega
        have h2 : (loopProduct R n)ᵀ *ᵥ v = v := by
          conv_lhs => rw [← hfix]
          rw [Matrix.mulVec_mulVec, (loopProduct_isRotation hR n).1, Matrix.one_mulVec]
        rw [hn, Nat.mod_self, h2]
        simp [loopProduct]
    change (loopProduct R i)ᵀ *ᵥ v = R i *ᵥ ((loopProduct R ((i + 1) % n))ᵀ *ᵥ v)
    rw [close, step]

/-- In odd dimension every rotation leaves some unit vector fixed. -/
theorem exists_axis (hd : Odd d) {P : Matrix (Fin d) (Fin d) ℝ} (hP : IsRotation P) :
    ∃ v : Fin d → ℝ, v ⬝ᵥ v = 1 ∧ P *ᵥ v = v := by
  have h1 : Pᵀ * (P - 1) = -(P - 1)ᵀ := by
    rw [mul_sub, hP.1, mul_one, Matrix.transpose_sub, Matrix.transpose_one, neg_sub]
  -- in odd dimension the determinant of `P - 1` equals its own negative
  have h2 := congrArg Matrix.det h1
  rw [Matrix.det_mul, Matrix.det_transpose, hP.2, Matrix.det_neg, Matrix.det_transpose,
    Fintype.card_fin, hd.neg_one_pow] at h2
  obtain ⟨v, hv, hPv⟩ := Matrix.exists_mulVec_eq_zero_iff.2
    (show (P - 1).det = 0 by linarith)
  rw [Matrix.sub_mulVec, Matrix.one_mulVec, sub_eq_zero] at hPv
  have h0 : 0 ≤ v ⬝ᵥ v := by
    unfold dotProduct
    exact Finset.sum_nonneg fun i _ => mul_self_nonneg _
  have hne : v ⬝ᵥ v ≠ 0 := fun h => hv (dotProduct_self_eq_zero.1 h)
  refine ⟨(√(v ⬝ᵥ v))⁻¹ • v, ?_, by rw [Matrix.mulVec_smul, hPv]⟩
  rw [smul_dotProduct, dotProduct_smul, smul_eq_mul, smul_eq_mul, ← mul_assoc, ← mul_inv,
    Real.mul_self_sqrt h0, inv_mul_cancel₀ hne]

/-- For spins with an odd number of components, positive couplings and bond rotations, the
maximum of the exchange sum is `∑ J_i`; the first spin of a maximizer can be chosen
arbitrarily exactly when the ordered product of all bond rotations is the identity. -/
theorem rotated_exchange_maximum (hd : Odd d) (hJ : ∀ i < n, 0 < J i)
    (hR : ∀ i, IsRotation (R i)) :
    IsGreatest {e | ∃ s, IsSpinConfig s ∧ exchange n J R s = e} (∑ i ∈ range n, J i) ∧
      ((∀ v : Fin d → ℝ, v ⬝ᵥ v = 1 → ∃ s, IsMaximizer n J R s ∧ s 0 = v) ↔
        loopProduct R n = 1) := by
  -- a spin along the axis of the loop product saturates every bond
  obtain ⟨a, ha, hPa⟩ := exists_axis hd (loopProduct_isRotation hR n)
  obtain ⟨t, ht, hEt, -⟩ := (first_spin_iff hJ hR ha).2 hPa
  refine ⟨⟨⟨t, ht, hEt⟩, ?_⟩, ?_, ?_⟩
  · rintro e ⟨s, hs, rfl⟩
    exact (exchange_bound hJ hR hs).1
  · intro h
    have hfix : ∀ v : Fin d → ℝ, v ⬝ᵥ v = 1 → loopProduct R n *ᵥ v = v := by
      intro v hv
      obtain ⟨s, ⟨hs, hmax⟩, h0⟩ := h v hv
      have h1 := hmax t ht
      rw [hEt] at h1
      exact (first_spin_iff hJ hR hv).1
        ⟨s, hs, le_antisymm (exchange_bound hJ hR hs).1 h1, h0⟩
    -- test on the coordinate axes
    ext i j
    have h1 := congrFun (hfix (Pi.single j 1) (by simp)) i
    simpa [Matrix.one_apply, Pi.single_apply] using h1
  · intro hP v hv
    obtain ⟨s, hs, hE, h0⟩ := (first_spin_iff hJ hR hv).2 (by rw [hP, Matrix.one_mulVec])
    exact ⟨s, ⟨hs, fun r hr => hE ▸ (exchange_bound hJ hR hr).1⟩, h0⟩

/-- For planar spins with positive couplings and bond rotations whose ordered product is not
the identity, every configuration has exchange sum strictly below `∑ J_i`. -/
theorem planar_frustration {R : ℕ → Matrix (Fin 2) (Fin 2) ℝ} (hJ : ∀ i < n, 0 < J i)
    (hR : ∀ i, IsRotation (R i)) (hne : loopProduct R n ≠ 1)
    {s : ℕ → Fin 2 → ℝ} (hs : IsSpinConfig s) :
    exchange n J R s < ∑ i ∈ range n, J i := by
  refine lt_of_le_of_ne (exchange_bound hJ hR hs).1 fun hE => hne ?_
  have hfix := (first_spin_iff hJ hR (hs 0)).1 ⟨s, hs, hE, rfl⟩
  have hP := loopProduct_isRotation hR n
  generalize loopProduct R n = P at hfix hP
  have hv : s 0 ≠ 0 := fun h => by
    have h1 := hs 0
    simp [h] at h1
  have hdet : (P - 1).det = 0 := Matrix.exists_mulVec_eq_zero_iff.1
    ⟨s 0, hv, by rw [Matrix.sub_mulVec, Matrix.one_mulVec, hfix, sub_self]⟩
  have h00 := congrFun (congrFun hP.1 0) 0
  have h11 := congrFun (congrFun hP.1 1) 1
  have h1 := hP.2
  simp [Matrix.mul_apply, Fin.sum_univ_two] at h00 h11
  rw [Matrix.det_fin_two] at h1 hdet
  simp at hdet
  -- a fixed direction forces trace two, hence both diagonal entries are one
  have htr : P 0 0 + P 1 1 = 2 := by linarith
  have ha : P 0 0 = 1 := by
    nlinarith [sq_nonneg (P 0 0 - 1), sq_nonneg (P 1 1 - 1), sq_nonneg (P 1 0),
      sq_nonneg (P 0 1)]
  have hd : P 1 1 = 1 := by linarith
  rw [ha] at h00
  rw [hd] at h11
  have hc : P 1 0 = 0 := mul_self_eq_zero.1 (by linarith)
  have hb : P 0 1 = 0 := mul_self_eq_zero.1 (by linarith)
  ext i j
  fin_cases i <;> fin_cases j <;> simp [ha, hb, hc, hd]

end RotatedExchangeRing
```

```lean
#print axioms RotatedExchangeRing.rotated_exchange_maximum
#print axioms RotatedExchangeRing.planar_frustration
```

```
'RotatedExchangeRing.rotated_exchange_maximum' depends on axioms: [propext, Classical.choice, Quot.sound]
'RotatedExchangeRing.planar_frustration' depends on axioms: [propext, Classical.choice, Quot.sound]
```

## What the theorems say about a spin ring

In `rotated_exchange_maximum`, `d` is the number of spin components, not the lattice dimension. It may be any odd number; the title has `d = 3`. `IsRotation` demands orthogonality and determinant one, and `IsSpinConfig` demands unit length. The function `exchange` is $S$, without the minus sign of the energy. Spins and rotations are indexed by all natural numbers, but only those with index below `n` enter the sum, and `(i + 1) % n` closes the ring. With `n = 1` the site is its own neighbour; with `n = 2` the two sites share two bonds.

`IsGreatest` says that $\sum_iJ_i$ is a value of the exchange sum and that no value exceeds it. `IsMaximizer` compares a configuration with all others and does not mention $\sum_iJ_i$. `loopProduct R n` is $P$, in the order written above.

The lemmas follow the derivation:

- `dot_preserved` and `unit_dot` treat one bond. `exchange_bound` sums the bonds and uses `Finset.sum_eq_sum_iff_of_le` to pass from equality of the sums to equality on each bond.
- `loopProduct_isRotation` shows by induction that each $P_k$ is a rotation.
- `first_spin_iff` follows the bond relations by the induction `key`. For the converse, `step` is the displayed identity for $R_kP_{k+1}^Tv$, and `close` handles the last bond.
- `exists_axis` is the determinant argument with normalisation. The main theorem combines it with `first_spin_iff` and tests $P$ on coordinate vectors.
- `planar_frustration` gets the trace from the determinant; `nlinarith` then uses sums of squares to make the first diagonal entry one, and the trace gives the second.

An isotropic antiferromagnetic bond does not fit the hypotheses for three components, because $-1$ has determinant $-1$ there. Nor does a general anisotropic exchange matrix, or a site with bonds outside the ring. The matrices are exactly orthogonal over the real numbers, whereas stored ones are so only to rounding. Going from a magnet to this model also replaces quantum spin operators by classical unit vectors, an approximation that the theorems do not justify.
